# The first-order free energy from a diagonal reference bounds that of a finite Hermitian Hamiltonian from above

Suppose I replace a Hamiltonian $H$ that I can't diagonalise by a solvable $H_0$, add to the free energy of $H_0$ the average of $H-H_0$ in the thermal state of $H_0$, and tune $H_0$ until the estimated free energy is as low as possible. If the estimate could fall below the true free energy, the tuning could reward error, and a lower number need not be a better one.

The claim that prevents this is the Peierls–Bogoliubov inequality. Let $H$ be a complex Hermitian matrix on a nonempty finite index set, with eigenvalues $\lambda_k$. Let $H_0=\mathrm{diag}(h_i)$ with real $h_i$, let $\beta>0$ be the inverse temperature, and put $Z_0=\sum_i e^{-\beta h_i}$ and $p_i=e^{-\beta h_i}/Z_0$. Then

$$-\frac1\beta\log\sum_k e^{-\beta\lambda_k}\;\le\;-\frac1\beta\log Z_0+\sum_i p_i\,(H_{ii}-h_i).$$

I don't want to assume that $H$ and $H_0$ commute, since they usually don't. Can this be proved in full, with a proof that Lean checks, and can one say when the bound is attained?

## The gap is a sum of non-negative terms

Yes to both. The difference between the two partition functions that matter can be written exactly as a sum of terms that are visibly non-negative.

By the spectral theorem, $H=W\,\mathrm{diag}(\lambda_k)\,W^\dagger$ with $W$ unitary. Let $w_{ik}=|W_{ik}|^2$, the squared overlap of reference state $i$ with eigenstate $k$. Unitarity gives

$$\sum_k w_{ik}=1,\qquad \sum_i w_{ik}=1,$$

and reading off the diagonal of $H$ gives $H_{ii}=\sum_k w_{ik}\lambda_k$.

Write $Z=\sum_k e^{-\beta\lambda_k}$ and $D=\sum_i p_i(H_{ii}-h_i)$, and let

$$g(y)=e^{-\beta y}-1+\beta y.$$

This is the height of the exponential above its tangent at $y=0$, so $g(y)\ge0$. For each pair $i,k$,

$$e^{-\beta(h_i+D)}\,g(\lambda_k-h_i-D)=e^{-\beta\lambda_k}-e^{-\beta(h_i+D)}+\beta e^{-\beta(h_i+D)}(\lambda_k-h_i-D).$$

Multiply by $w_{ik}$ and sum over both indices:

- The first term gives $Z$, because the columns of $w$ sum to one.
- The second gives $-Z_0e^{-\beta D}$, because the rows do.
- The third gives $\beta e^{-\beta D}\sum_i e^{-\beta h_i}(H_{ii}-h_i-D)=\beta e^{-\beta D}(Z_0D-Z_0D)=0$.

Hence

$$Z-Z_0e^{-\beta D}=\sum_{i,k}w_{ik}\,e^{-\beta(h_i+D)}\,g(\lambda_k-h_i-D)\;\ge\;0.$$

Taking logarithms, $\log Z\ge\log Z_0-\beta D$. Dividing by $-\beta<0$ reverses the inequality and gives the bound.

## Equality only for a constant shift

If the bound is attained, then $Z=Z_0e^{-\beta D}$ and every term of the sum vanishes. Since $g$ is zero only at $y=0$, each pair has either $W_{ik}=0$ or $\lambda_k=h_i+D$. In both cases $W_{ik}\lambda_k=(h_i+D)W_{ik}$, which says $W\,\mathrm{diag}(\lambda_k)=(H_0+D)W$. Multiplying by $W^\dagger$ on the right gives $H=H_0+D$.

Conversely, let $H=H_0+c$ with $c$ real. Then $D=c$, and $HW=W\,\mathrm{diag}(\lambda_k)$ reads $(h_i+c)W_{ik}=W_{ik}\lambda_k$. Again each pair has $W_{ik}=0$ or $\lambda_k=h_i+c$, so the sum is zero and the bound is attained.

A constant shift of $H_0$ commutes with $H_0$. The bound is therefore strict whenever $H$ and $H_0$ do not commute.

## What the Lean theorems say

The index set is a finite type `n`, and `[Nonempty n]` makes the partition functions positive. The Hamiltonian is `H : Matrix n n ℂ` with `hH : H.IsHermitian`, and its spectrum is `hH.eigenvalues`, listed with multiplicity. The reference enters through its levels `h : n → ℝ`.

`freeEnergy β e` is $-\log(\sum_i e^{-\beta e_i})/\beta$ for any list of levels `e`, and it serves both sides of the bound. `boltzmann β h i` is $p_i$ and `meanShift β H h` is $D$. The real part in `(H i i).re` loses nothing, because a Hermitian matrix has real diagonal entries. Boltzmann's constant is absorbed in `β`.

- `peierls_bogoliubov` is the inequality. It has no commutation hypothesis.
- `peierls_bogoliubov_eq_iff` says that equality holds exactly when `H` is the diagonal reference plus a real constant.
- `peierls_bogoliubov_strict` gives the strict inequality when the two matrices do not commute.

The inequality is often stated with traces of matrix exponentials and an arbitrary Hermitian $H_0$. The file works with eigenvalue sums and in the eigenbasis of $H_0$, and leaves the translation, a unitary change of basis in finite dimension, to the reader. Infinite-dimensional Hamiltonians are not covered.

```lean
import Mathlib

open Matrix

namespace PeierlsBogoliubov

noncomputable section

variable {n : Type*} [Fintype n]

/-- The partition function of the energy levels `e` at inverse temperature `β`. -/
def partitionFn (β : ℝ) (e : n → ℝ) : ℝ := ∑ i, Real.exp (-β * e i)

/-- The free energy of the levels `e`, for a nonempty set of levels and `β ≠ 0`. -/
def freeEnergy (β : ℝ) (e : n → ℝ) : ℝ := -Real.log (partitionFn β e) / β

/-- The Boltzmann weight of level `i`, for a nonempty set of levels. -/
def boltzmann (β : ℝ) (e : n → ℝ) (i : n) : ℝ := Real.exp (-β * e i) / partitionFn β e

/-- The average of `H - H0` in the Gibbs state of the diagonal `H0` with levels `h`, for a Hermitian
`H` and a nonempty set of levels. -/
def meanShift (β : ℝ) (H : Matrix n n ℂ) (h : n → ℝ) : ℝ :=
  ∑ i, boltzmann β h i * ((H i i).re - h i)

/-- The amount by which `exp (-β y)` exceeds its tangent line at `y = 0`. -/
def excess (β y : ℝ) : ℝ := Real.exp (-β * y) - 1 + β * y

/-- The exponential never lies below its tangent line. -/
theorem excess_nonneg (β y : ℝ) : 0 ≤ excess β y := by
  have := Real.add_one_le_exp (-β * y)
  unfold excess
  linarith

/-- The partition function of a nonempty set of levels is positive. -/
theorem partitionFn_pos [Nonempty n] (β : ℝ) (e : n → ℝ) : 0 < partitionFn β e :=
  Finset.sum_pos (fun _ _ => Real.exp_pos _) Finset.univ_nonempty

/-- At `β > 0`, adding `D` to the free energy of a nonempty set of levels multiplies the
partition function by `exp (-β D)`. -/
theorem freeEnergy_add [Nonempty n] {β : ℝ} (hβ : 0 < β) (h : n → ℝ) (D : ℝ) :
    freeEnergy β h + D = -Real.log (partitionFn β h * Real.exp (-β * D)) / β := by
  rw [Real.log_mul (partitionFn_pos β h).ne' (Real.exp_ne_zero _), Real.log_exp, freeEnergy,
    eq_div_iff hβ.ne', add_mul, div_mul_cancel₀ _ hβ.ne']
  ring

variable [DecidableEq n]

/-- A Hermitian `H` is its diagonal matrix of eigenvalues conjugated by a unitary matrix. -/
theorem exists_eigenbasis {H : Matrix n n ℂ} (hH : H.IsHermitian) :
    ∃ W ∈ unitaryGroup n ℂ, H = W * diagonal (fun k => (hH.eigenvalues k : ℂ)) * Wᴴ := by
  refine ⟨hH.eigenvectorUnitary, hH.eigenvectorUnitary.2, ?_⟩
  have h := hH.spectral_theorem
  rw [Unitary.conjStarAlgAut_apply] at h
  exact h

/-- Let `H = W * diagonal e * Wᴴ` with `W` unitary and `e` real, on a nonempty index set, and let
`D = meanShift β H h`. The partition function of `e` minus that of `h` times `exp (-β D)` is the sum
of the tangent-line excesses at `e k - h i - D`, weighted by `|W i k|² * exp (-β (h i + D))`. -/
theorem partition_gap [Nonempty n] (β : ℝ) {H W : Matrix n n ℂ} (e h : n → ℝ)
    (hW : W ∈ unitaryGroup n ℂ) (hB : H = W * diagonal (fun k => (e k : ℂ)) * Wᴴ) :
    partitionFn β e - partitionFn β h * Real.exp (-β * meanShift β H h) =
      ∑ i, ∑ k, Complex.normSq (W i k) * (Real.exp (-β * (h i + meanShift β H h)) *
        excess β (e k - h i - meanShift β H h)) := by
  -- squared overlaps have unit row and column sums
  have hs : ∀ V ∈ unitaryGroup n ℂ, ∀ i, ∑ k, Complex.normSq (V i k) = 1 := by
    intro V hV i
    have h1 : (V * Vᴴ) i i = 1 := by
      rw [show V * Vᴴ = 1 from mem_unitaryGroup_iff.mp hV, one_apply_eq]
    have h2 : ((∑ k, Complex.normSq (V i k) : ℝ) : ℂ) = 1 := by
      rw [← h1, Matrix.mul_apply, Complex.ofReal_sum]
      exact Finset.sum_congr rfl fun k _ => (Complex.mul_conj (V i k)).symm
    exact_mod_cast h2
  have hc : ∀ k, ∑ i, Complex.normSq (W i k) = 1 := by
    intro k
    rw [← hs Wᴴ (Unitary.star_mem hW) k]
    exact Finset.sum_congr rfl fun i _ => (Complex.normSq_conj (W i k)).symm
  -- diagonal elements of `H` are averages of its eigenvalues
  have hm : ∀ i, (H i i).re = ∑ k, Complex.normSq (W i k) * e k := by
    intro i
    have h1 : H i i = ((∑ k, Complex.normSq (W i k) * e k : ℝ) : ℂ) := by
      rw [hB, Matrix.mul_apply, Complex.ofReal_sum]
      refine Finset.sum_congr rfl fun k _ => ?_
      rw [mul_diagonal, conjTranspose_apply, Complex.ofReal_mul, ← Complex.mul_conj,
        starRingEnd_apply]
      ring
    rw [h1, Complex.ofReal_re]
  have hZ := (partitionFn_pos β h).ne'
  have hD : partitionFn β h * meanShift β H h =
      ∑ i, Real.exp (-β * h i) * (∑ k, Complex.normSq (W i k) * e k - h i) := by
    rw [meanShift, Finset.mul_sum]
    refine Finset.sum_congr rfl fun i _ => ?_
    rw [hm i, boltzmann]
    field_simp
  generalize meanShift β H h = D at hD ⊢
  -- the sum over eigenstates, at fixed reference level
  have hi : ∀ i, ∑ k, Complex.normSq (W i k) * (Real.exp (-β * (h i + D)) *
      excess β (e k - h i - D)) = ∑ k, Complex.normSq (W i k) * Real.exp (-β * e k) +
      (β * Real.exp (-β * D)) * (Real.exp (-β * h i) *
        (∑ k, Complex.normSq (W i k) * e k - h i)) -
      (Real.exp (-β * D) * (1 + β * D)) * Real.exp (-β * h i) := by
    intro i
    have hE : Real.exp (-β * (h i + D)) = Real.exp (-β * h i) * Real.exp (-β * D) := by
      rw [← Real.exp_add, mul_add]
    have hk : ∀ k, Complex.normSq (W i k) * (Real.exp (-β * (h i + D)) *
        excess β (e k - h i - D)) = Complex.normSq (W i k) * Real.exp (-β * e k) +
        (β * Real.exp (-β * (h i + D))) * (Complex.normSq (W i k) * e k) -
        (Real.exp (-β * (h i + D)) * (1 + β * (h i + D))) * Complex.normSq (W i k) := by
      intro k
      have h1 : Real.exp (-β * e k) =
          Real.exp (-β * (h i + D)) * Real.exp (-β * (e k - h i - D)) := by
        rw [← Real.exp_add]
        congr 1
        ring
      rw [h1, excess]
      ring
    rw [Finset.sum_congr rfl fun k _ => hk k, Finset.sum_sub_distrib,
      Finset.sum_add_distrib, ← Finset.mul_sum, ← Finset.mul_sum, hs W hW i, hE]
    ring
  have hA : ∑ i, ∑ k, Complex.normSq (W i k) * Real.exp (-β * e k) = partitionFn β e := by
    rw [Finset.sum_comm, partitionFn]
    refine Finset.sum_congr rfl fun k _ => ?_
    rw [← Finset.sum_mul, hc k, one_mul]
  rw [Finset.sum_congr rfl fun i _ => hi i, Finset.sum_sub_distrib,
    Finset.sum_add_distrib, ← Finset.mul_sum, ← Finset.mul_sum, hA, ← hD,
    show ∑ i, Real.exp (-β * h i) = partitionFn β h from rfl]
  ring

/-- Peierls-Bogoliubov inequality: at `β > 0` the free energy of a Hermitian `H` on a nonempty
index set is at most that of a real diagonal `H0` plus the `H0`-average of `H - H0`. -/
theorem peierls_bogoliubov [Nonempty n] {β : ℝ} (hβ : 0 < β) {H : Matrix n n ℂ}
    (hH : H.IsHermitian) (h : n → ℝ) :
    freeEnergy β hH.eigenvalues ≤ freeEnergy β h + meanShift β H h := by
  obtain ⟨W, hW, hB⟩ := exists_eigenbasis hH
  have h0 : 0 ≤ partitionFn β hH.eigenvalues -
      partitionFn β h * Real.exp (-β * meanShift β H h) := by
    rw [partition_gap β hH.eigenvalues h hW hB]
    exact Finset.sum_nonneg fun i _ => Finset.sum_nonneg fun k _ =>
      mul_nonneg (Complex.normSq_nonneg _) (mul_nonneg (Real.exp_pos _).le (excess_nonneg _ _))
  have hl := Real.log_le_log (mul_pos (partitionFn_pos β h) (Real.exp_pos _))
    (sub_nonneg.mp h0)
  rw [freeEnergy_add hβ, freeEnergy]
  exact div_le_div_of_nonneg_right (neg_le_neg hl) hβ.le

/-- At `β > 0`, on a nonempty index set, the bound is attained exactly when the Hermitian `H`
is the diagonal reference Hamiltonian shifted by a real constant. -/
theorem peierls_bogoliubov_eq_iff [Nonempty n] {β : ℝ} (hβ : 0 < β) {H : Matrix n n ℂ}
    (hH : H.IsHermitian) (h : n → ℝ) :
    freeEnergy β hH.eigenvalues = freeEnergy β h + meanShift β H h ↔
      ∃ c : ℝ, H = diagonal (fun i => ((h i + c : ℝ) : ℂ)) := by
  obtain ⟨W, hW, hB⟩ := exists_eigenbasis hH
  have hg := partition_gap β hH.eigenvalues h hW hB
  constructor
  · intro heq
    rw [freeEnergy_add hβ, freeEnergy] at heq
    have hZ := Real.log_injOn_pos (partitionFn_pos β hH.eigenvalues)
      (mul_pos (partitionFn_pos β h) (Real.exp_pos _))
      (neg_injective ((div_left_inj' hβ.ne').mp heq))
    rw [sub_eq_zero.mpr hZ] at hg
    have hnn : ∀ i k, 0 ≤ Complex.normSq (W i k) *
        (Real.exp (-β * (h i + meanShift β H h)) *
          excess β (hH.eigenvalues k - h i - meanShift β H h)) := fun i k =>
      mul_nonneg (Complex.normSq_nonneg _) (mul_nonneg (Real.exp_pos _).le (excess_nonneg _ _))
    -- every term of the gap vanishes, so `W` only connects equal energies
    have hcomm : W * diagonal (fun k => (hH.eigenvalues k : ℂ)) =
        diagonal (fun i => ((h i + meanShift β H h : ℝ) : ℂ)) * W := by
      ext i k
      have h1 := (Finset.sum_eq_zero_iff_of_nonneg
        (fun i _ => Finset.sum_nonneg fun k _ => hnn i k)).mp hg.symm i (Finset.mem_univ i)
      have h2 := (Finset.sum_eq_zero_iff_of_nonneg (fun k _ => hnn i k)).mp h1 k
        (Finset.mem_univ k)
      rw [mul_diagonal, diagonal_mul]
      rcases mul_eq_zero.mp h2 with h3 | h3
      · rw [Complex.normSq_eq_zero.mp h3, zero_mul, mul_zero]
      · have h4 := (mul_eq_zero.mp h3).resolve_left (Real.exp_ne_zero _)
        have h5 : hH.eigenvalues k - h i - meanShift β H h = 0 := by
          by_contra hy
          have h6 := Real.add_one_lt_exp (mul_ne_zero (neg_ne_zero.mpr hβ.ne') hy)
          unfold excess at h4
          linarith
        rw [show hH.eigenvalues k = h i + meanShift β H h by linarith, mul_comm]
    refine ⟨meanShift β H h, hB.trans ?_⟩
    rw [hcomm, Matrix.mul_assoc, show W * Wᴴ = 1 from mem_unitaryGroup_iff.mp hW,
      Matrix.mul_one]
  · rintro ⟨c, hc⟩
    have hd : ∀ i, (H i i).re = h i + c := by
      intro i
      rw [hc, diagonal_apply_eq, Complex.ofReal_re]
    have hp : ∑ i, boltzmann β h i = 1 := by
      unfold boltzmann
      rw [← Finset.sum_div]
      exact div_self (partitionFn_pos β h).ne'
    have hD : meanShift β H h = c := by
      simp only [meanShift, hd, add_sub_cancel_left]
      rw [← Finset.sum_mul, hp, one_mul]
    have h0 : H * W = W * diagonal (fun k => (hH.eigenvalues k : ℂ)) * Wᴴ * W :=
      congrArg (· * W) hB
    rw [Matrix.mul_assoc _ Wᴴ W, show Wᴴ * W = 1 from mem_unitaryGroup_iff'.mp hW,
      Matrix.mul_one] at h0
    have hcomm : W * diagonal (fun k => (hH.eigenvalues k : ℂ)) =
        diagonal (fun i => ((h i + c : ℝ) : ℂ)) * W := by
      rw [← hc]
      exact h0.symm
    -- overlaps vanish between different energies, so the gap is zero
    have hz : partitionFn β hH.eigenvalues -
        partitionFn β h * Real.exp (-β * meanShift β H h) = 0 := by
      rw [hg, hD]
      refine Finset.sum_eq_zero fun i _ => Finset.sum_eq_zero fun k _ => ?_
      have h1 := congrFun (congrFun hcomm i) k
      rw [mul_diagonal, diagonal_mul, mul_comm] at h1
      rcases mul_eq_mul_right_iff.mp h1 with h2 | h2
      · have h3 : hH.eigenvalues k = h i + c := Complex.ofReal_injective h2
        rw [h3, excess, show h i + c - h i - c = 0 by ring]
        simp
      · rw [h2, Complex.normSq_zero, zero_mul]
    rw [freeEnergy_add hβ, ← sub_eq_zero.mp hz, freeEnergy]

/-- At `β > 0`, on a nonempty index set, the bound is strict whenever the Hermitian `H` does
not commute with the diagonal reference Hamiltonian. -/
theorem peierls_bogoliubov_strict [Nonempty n] {β : ℝ} (hβ : 0 < β) {H : Matrix n n ℂ}
    (hH : H.IsHermitian) (h : n → ℝ)
    (hne : H * diagonal (fun i => (h i : ℂ)) ≠ diagonal (fun i => (h i : ℂ)) * H) :
    freeEnergy β hH.eigenvalues < freeEnergy β h + meanShift β H h := by
  refine lt_of_le_of_ne (peierls_bogoliubov hβ hH h) fun heq => hne ?_
  obtain ⟨c, hc⟩ := (peierls_bogoliubov_eq_iff hβ hH h).mp heq
  rw [hc, diagonal_mul_diagonal, diagonal_mul_diagonal]
  exact congrArg diagonal (funext fun i => mul_comm _ _)

end

end PeierlsBogoliubov
```

```lean
#print axioms PeierlsBogoliubov.freeEnergy_add
#print axioms PeierlsBogoliubov.peierls_bogoliubov_strict
```

```
'PeierlsBogoliubov.freeEnergy_add' depends on axioms: [propext, Classical.choice, Quot.sound]
'PeierlsBogoliubov.peierls_bogoliubov_strict' depends on axioms: [propext, Classical.choice, Quot.sound]
```

## From the overlaps to the three theorems

`exists_eigenbasis` supplies $W$, and `excess_nonneg` is $g\ge0$, taken from $e^x\ge 1+x$.

The main work is `partition_gap`, the exact identity for $Z-Z_0e^{-\beta D}$. Inside it, `hs` gives the unit row sums of any unitary matrix, and `hc` obtains the column sums by applying `hs` to $W^\dagger$. `hm` expresses $H_{ii}$ as an average of eigenvalues, and `hD` is the definition of $D$ multiplied by $Z_0$. The `generalize` step then treats $D$ as a plain number about which only `hD` is known, and that is all the cancellation of the third term needs. `hi` sums over $k$ at fixed $i$, and `hA` collects the eigenvalue exponentials into $Z$.

`peierls_bogoliubov` notes that the sum is non-negative, takes logarithms with `Real.log_le_log`, and divides by `β`. `freeEnergy_add` rewrites the right-hand side as the single logarithm of $Z_0e^{-\beta D}$.

For equality, `Real.log_injOn_pos` turns equal free energies into a zero gap, and `Finset.sum_eq_zero_iff_of_nonneg`, used once for each index, makes every term vanish. The strict inequality `Real.add_one_lt_exp` then forces $\lambda_k=h_i+D$ wherever $W_{ik}\neq0$. The converse follows the argument above, and the strict theorem combines the bound with the equality condition.

## Peierls' inequality as a special case

Choose $h_i=H_{ii}$. Then $D=0$, and the bound becomes

$$\sum_i e^{-\beta H_{ii}}\le\sum_k e^{-\beta\lambda_k}.$$

Dropping the off-diagonal elements of a finite Hermitian matrix can only lower its partition function. By the equality condition, the two sides agree only if $H$ is already diagonal.

## In a mean-field calculation

For a finite spin or lattice-electron model, the bound justifies choosing a mean-field reference by minimising the right-hand side over its parameters. A code that sums over the reference states one by one uses the levels $h_i$ and the diagonal elements of $H$ in the reference basis. If that basis is given by the columns of a unitary $U$, the latter are the diagonal elements of $U^\dagger HU$. For a product or free-particle reference, the sums can often be factorised instead, without listing the states. It is safer to compute $\log Z_0$ as

$$-\beta h_{\min}+\log\sum_i e^{-\beta(h_i-h_{\min})},\qquad h_{\min}=\min_i h_i,$$

which avoids overflow and underflow of the whole sum.

On a system small enough to diagonalise, the right-hand side minus the left should be non-negative up to rounding. If the average of $H-H_0$ is sampled instead of summed, statistical noise can push an individual estimate below the true free energy.
